# Ring-Polymer Beads with Equal Initial Positions and Velocities under a Lipschitz Force Move as One Classical Particle

## Two beads and their exchange

Take two beads of unit mass in an external force $F$, joined into a ring by springs of frequency $w$. Each bead is both the left and the right neighbour of the other, so the spring term counts twice:

$$\ddot q_0 = F(q_0) - 2w^2(q_0-q_1),\qquad \ddot q_1 = F(q_1) - 2w^2(q_1-q_0).$$

Exchanging the labels 0 and 1 turns this pair of equations into itself. If the beads start at the same point with the same velocity, the exchange leaves the initial data unchanged too. The motion and its exchanged copy then solve the same equations with the same data. If the data determine the motion, the two are equal, so $q_0(t)=q_1(t)$ at all times. The springs vanish, and $\ddot q_0=F(q_0)$ is Newton's equation for one particle.

## Cyclic shifts of $P$ beads

For $P\ge 1$ beads with labels modulo $P$, the equations are

$$\ddot q_j = F(q_j) - w^2(2q_j-q_{j+1}-q_{j-1}).$$

In one dimension $F=-V'$, with $V$ the potential energy. In ring-polymer molecular dynamics $w=P/(\beta\hbar)$, with $\beta$ the inverse of the thermal energy $k_{\mathrm B}T$ and $\hbar$ the reduced Planck constant, which enters these equations only through the springs. Assume that $F$ is globally Lipschitz: $\|F(x)-F(y)\|\le K\|x-y\|$ for some constant $K$. In one dimension this bounds the curvature of $V$. A harmonic well satisfies it; a quartic well or a Lennard-Jones wall does not. The theorems below therefore leave these out, although for a quartic well a local Lipschitz bound would also give uniqueness.

**The data determine the motion.** Let $d(t)$ be the largest difference between two solutions in any bead's position or velocity. The velocities differ by at most $d$, and the accelerations by at most $Kd+w^2(2+1+1)d$. With $L=1+4w^2+K$ and equal initial data, for $t\ge0$,

$$d(t)\le L\,I(t),\qquad I(t)=\int_0^t d(s)\,ds .$$

Hence $I'\le LI$, and $e^{-Lt}I(t)$ does not increase. It starts at zero and is never negative, so $I=0$ and $d=0$. Reversing time covers $t<0$.

**Symmetry persists.** Put $\tilde q_j=q_{j+k}$. Then

$$\ddot{\tilde q}_j=F(q_{j+k})-w^2(2q_{j+k}-q_{j+k+1}-q_{j+k-1})
=F(\tilde q_j)-w^2(2\tilde q_j-\tilde q_{j+1}-\tilde q_{j-1}),$$

so the shifted motion is again a solution. If all beads start at one point with one velocity, it has the same data for every $k$, and therefore $q_{j+k}(t)=q_j(t)$. The spring term is $2q_j-q_j-q_j=0$, which leaves $\ddot q_j=F(q_j)$.

**Comparison with a given classical trajectory.** Let $\ddot x=F(x)$ with the same initial position and velocity. Placing $x(t)$ on every bead solves the ring equations, because the springs vanish. Since the data determine the motion, $q_j(t)=x(t)$.

For $F(x)=-\Omega^2x$ and release from rest at $a$, the classical trajectory is $x=\cos(\Omega t)\,a$: its velocity is $-\Omega\sin(\Omega t)\,a$ and its acceleration $-\Omega^2\cos(\Omega t)\,a$.

## Equations of motion on a closed ring

Positions, velocities and forces lie in a real normed space `E`, which may be a line or the space of several coordinates. The letter `P` is the number of beads, not a momentum.

```lean
import Mathlib

open scoped NNReal

namespace RingPolymerCollapse

noncomputable section

variable {E : Type*} [NormedAddCommGroup E] [NormedSpace ℝ E] {P : ℕ}
```

The index type `ZMod P` closes the ring, since `j + 1` and `j - 1` are taken modulo `P`. The force `F` need not come from a potential.

```lean
/-- Acceleration of bead `j` of unit mass: the external force `F` plus the harmonic springs
of frequency `w` to its two neighbours on the ring. -/
def beadAccel (w : ℝ) (F : E → E) (q : ZMod P → E) (j : ZMod P) : E :=
  F (q j) - w ^ 2 • ((2 : ℝ) • q j - q (j + 1) - q (j - 1))
```

A trajectory is a pair of functions, positions `q` and velocities `v`, satisfying the first-order equations at every real time, past and future. The theorems take such a trajectory as given and do not construct it.

```lean
/-- Positions `q` and velocities `v` of the beads obey the ring-polymer equations of motion
at all times. -/
structure IsRingPolymerTrajectory (w : ℝ) (F : E → E) (q v : ℝ → ZMod P → E) : Prop where
  pos : ∀ t j, HasDerivAt (fun s => q s j) (v t j) t
  vel : ∀ t j, HasDerivAt (fun s => v s j) (beadAccel w F (q t) j) t
```

The single particle is described in the same way, by `x` and `u`.

```lean
/-- Position `x` and velocity `u` of a single particle of unit mass obey Newton's equation
with force `F` at all times. -/
structure IsClassicalTrajectory (F : E → E) (x u : ℝ → E) : Prop where
  pos : ∀ t, HasDerivAt x (u t) t
  vel : ∀ t, HasDerivAt u (F (x t)) t
```

The right-hand sides together form a vector field on phase space.

```lean
/-- The vector field on the phase space of the ring polymer: velocities and accelerations. -/
def phaseField (w : ℝ) (F : E → E) (z : (ZMod P → E) × (ZMod P → E)) :
    (ZMod P → E) × (ZMod P → E) :=
  (z.2, beadAccel w F z.1)
```

The first lemma is the identity $2a-a-a=0$, which `module` settles.

```lean
/-- When all beads sit at the same point, the springs exert no force and only the external
force remains. -/
theorem beadAccel_collapsed (w : ℝ) (F : E → E) (a : E) (j : ZMod P) :
    beadAccel w F (fun _ => a) j = F a := by
  simp only [beadAccel]
  module
```

## Initial data fix the motion

The next lemma is the estimate for $L$. Lean's distance on the product space is the largest of the bead differences, like $d$ above. The condition `[NeZero P]` excludes `P = 0`, for which `ZMod P` would be the integers. After `max_le` separates velocities from accelerations, `e` splits the difference of accelerations, `hf` bounds the external part by $Kd$, and `hs` bounds the spring bracket by $4d$.

```lean
/-- For a Lipschitz force, the phase-space vector field of the ring polymer is Lipschitz. -/
theorem phaseField_lipschitz [NeZero P] {K : ℝ≥0} {F : E → E} (hF : LipschitzWith K F)
    (w : ℝ) : ∃ L : ℝ≥0, LipschitzWith L (phaseField (P := P) w F) := by
  refine ⟨_, LipschitzWith.of_dist_le' (K := 1 + 4 * w ^ 2 + K) fun y z => ?_⟩
  have hD : 0 ≤ dist y z := dist_nonneg
  have hK : (0 : ℝ) ≤ K := K.2
  have hw : 0 ≤ w ^ 2 := sq_nonneg w
  have hwD := mul_nonneg hw hD
  have hKD := mul_nonneg hK hD
  have h1 : dist y.1 z.1 ≤ dist y z := (le_max_left _ _).trans_eq Prod.dist_eq.symm
  have h2 : dist y.2 z.2 ≤ dist y z := (le_max_right _ _).trans_eq Prod.dist_eq.symm
  have hq : ∀ j, ‖y.1 j - z.1 j‖ ≤ dist y z := fun j => by
    rw [← dist_eq_norm]
    exact (dist_le_pi_dist y.1 z.1 j).trans h1
  refine Prod.dist_eq.trans_le (max_le ?_ ?_)
  · change dist y.2 z.2 ≤ _
    nlinarith
  · refine (dist_pi_le_iff (by positivity)).2 fun j => ?_
    change dist (beadAccel w F y.1 j) (beadAccel w F z.1 j) ≤ _
    -- split the difference of accelerations into external force and springs
    have e : beadAccel w F y.1 j - beadAccel w F z.1 j = (F (y.1 j) - F (z.1 j)) -
        w ^ 2 • ((2 : ℝ) • (y.1 j - z.1 j) - (y.1 (j + 1) - z.1 (j + 1))
          - (y.1 (j - 1) - z.1 (j - 1))) := by
      simp only [beadAccel]
      module
    have hf : ‖F (y.1 j) - F (z.1 j)‖ ≤ K * dist y z := by
      have h := hF.dist_le_mul (y.1 j) (z.1 j)
      rw [dist_eq_norm, dist_eq_norm] at h
      exact h.trans (mul_le_mul_of_nonneg_left (hq j) hK)
    have hs : ‖(2 : ℝ) • (y.1 j - z.1 j) - (y.1 (j + 1) - z.1 (j + 1))
        - (y.1 (j - 1) - z.1 (j - 1))‖ ≤ 4 * dist y z := by
      have a1 := norm_sub_le ((2 : ℝ) • (y.1 j - z.1 j) - (y.1 (j + 1) - z.1 (j + 1)))
        (y.1 (j - 1) - z.1 (j - 1))
      have a2 := norm_sub_le ((2 : ℝ) • (y.1 j - z.1 j)) (y.1 (j + 1) - z.1 (j + 1))
      have a3 : ‖(2 : ℝ) • (y.1 j - z.1 j)‖ = 2 * ‖y.1 j - z.1 j‖ := by
        rw [norm_smul, Real.norm_of_nonneg (by norm_num)]
      linarith [hq j, hq (j + 1), hq (j - 1)]
    rw [dist_eq_norm, e]
    refine (norm_sub_le _ _).trans ?_
    rw [norm_smul, Real.norm_of_nonneg hw]
    have hws := mul_le_mul_of_nonneg_left hs hw
    nlinarith
```

Mathlib's uniqueness theorem for differential equations, `ODE_solution_unique_univ`, replaces the argument with $I(t)$. Its named argument `v` is the vector field, not the bead velocities. The bead-by-bead derivatives are assembled into one derivative in phase space by `hasDerivAt_pi` and `prodMk`.

```lean
/-- For a Lipschitz force, two ring-polymer trajectories with the same initial positions and
velocities are the same at all times. -/
theorem trajectory_unique [NeZero P] {K : ℝ≥0} {F : E → E} (hF : LipschitzWith K F) {w : ℝ}
    {q v q' v' : ℝ → ZMod P → E} (h : IsRingPolymerTrajectory w F q v)
    (h' : IsRingPolymerTrajectory w F q' v') (hq : q 0 = q' 0) (hv : v 0 = v' 0) :
    q = q' ∧ v = v' := by
  obtain ⟨L, hL⟩ := phaseField_lipschitz (P := P) hF w
  have key : (fun t => (q t, v t)) = fun t => (q' t, v' t) :=
    ODE_solution_unique_univ (v := fun _ => phaseField w F) (s := fun _ => Set.univ)
      (K := L) (t₀ := 0) (fun _ => hL.lipschitzOnWith)
      (fun t => ⟨(hasDerivAt_pi.2 (h.pos t)).prodMk (hasDerivAt_pi.2 (h.vel t)), trivial⟩)
      (fun t => ⟨(hasDerivAt_pi.2 (h'.pos t)).prodMk (hasDerivAt_pi.2 (h'.vel t)), trivial⟩)
      (Prod.ext hq hv)
  exact ⟨funext fun t => congrArg Prod.fst (congrFun key t),
    funext fun t => congrArg Prod.snd (congrFun key t)⟩
```

## Symmetric data stay symmetric

The shifted motion is a trajectory once the neighbour labels are rearranged, which `e1` and `e2` do.

```lean
/-- Relabelling the beads by a cyclic shift turns a ring-polymer trajectory into another one. -/
theorem trajectory_shift {F : E → E} {w : ℝ} {q v : ℝ → ZMod P → E}
    (h : IsRingPolymerTrajectory w F q v) (k : ZMod P) :
    IsRingPolymerTrajectory w F (fun t j => q t (j + k)) (fun t j => v t (j + k)) := by
  refine ⟨fun t j => h.pos t (j + k), fun t j => ?_⟩
  have hv := h.vel t (j + k)
  have e1 : j + k + 1 = j + 1 + k := by ring
  have e2 : j + k - 1 = j - 1 + k := by ring
  simp only [beadAccel] at hv ⊢
  rw [e1, e2] at hv
  exact hv
```

Uniqueness, applied to the shifted and the original motion, gives persistence for a single shift `k`. The data need only be invariant under that shift, so data that repeat around the ring give a motion that repeats in the same way, although the repeated pattern itself may change with time.

```lean
/-- For a Lipschitz force, initial positions and velocities that are unchanged by a cyclic shift
of the beads give a motion that is unchanged by this shift at all times. -/
theorem cyclic_symmetry_preserved [NeZero P] {K : ℝ≥0} {F : E → E} (hF : LipschitzWith K F)
    {w : ℝ} {q v : ℝ → ZMod P → E} (h : IsRingPolymerTrajectory w F q v) (k : ZMod P)
    (hq : ∀ j, q 0 (j + k) = q 0 j) (hv : ∀ j, v 0 (j + k) = v 0 j) (t : ℝ) (j : ZMod P) :
    q t (j + k) = q t j :=
  congrFun (congrFun
    (trajectory_unique hF (trajectory_shift h k) h (funext hq) (funext hv)).1 t) j
```

## The collapsed ring obeys Newton's equation

For beads `i` and `j`, the shift by `i - j` carries `j` to `i`, which yields `hc`. The lemma on collapsed beads then removes the springs from the acceleration.

```lean
/-- For a Lipschitz force, beads that start at one point with one velocity coincide at all
times, and each of them obeys the single-particle Newton equation. -/
theorem collapsed_forever [NeZero P] {K : ℝ≥0} {F : E → E} (hF : LipschitzWith K F)
    {w : ℝ} {q v : ℝ → ZMod P → E} (h : IsRingPolymerTrajectory w F q v)
    (hq : ∀ i j, q 0 i = q 0 j) (hv : ∀ i j, v 0 i = v 0 j) :
    (∀ t i j, q t i = q t j) ∧
      ∀ j, IsClassicalTrajectory F (fun t => q t j) (fun t => v t j) := by
  -- collapsed data are invariant under the shift that carries bead `j` to bead `i`
  have hc : ∀ t i j, q t i = q t j := fun t i j => by
    have hs := cyclic_symmetry_preserved hF h (i - j) (fun _ => hq _ _) (fun _ => hv _ _) t j
    rwa [show j + (i - j) = i by ring] at hs
  refine ⟨hc, fun j => ⟨fun t => h.pos t j, fun t => ?_⟩⟩
  -- the springs are slack, so only the external force is left
  have e : q t = fun _ => q t j := funext fun i => hc t i j
  have ha : beadAccel w F (q t) j = F (q t j) := by
    conv_lhs => rw [e]
    exact beadAccel_collapsed w F (q t j) j
  exact (h.vel t j).congr_deriv ha
```

The comparison with a given classical trajectory uses the copied motion `hcopy` and concludes equality of both positions and velocities.

```lean
/-- For a Lipschitz force, beads that all start with the position and velocity of a classical
particle have its position and velocity at all times. -/
theorem follows_classical [NeZero P] {K : ℝ≥0} {F : E → E} (hF : LipschitzWith K F)
    {w : ℝ} {q v : ℝ → ZMod P → E} (h : IsRingPolymerTrajectory w F q v) {x u : ℝ → E}
    (hx : IsClassicalTrajectory F x u) (hq : ∀ j, q 0 j = x 0) (hv : ∀ j, v 0 j = u 0)
    (t : ℝ) (j : ZMod P) : q t j = x t ∧ v t j = u t := by
  -- copy the classical trajectory onto every bead
  have hcopy : IsRingPolymerTrajectory (P := P) w F (fun t _ => x t) (fun t _ => u t) :=
    ⟨fun t _ => hx.pos t, fun t j => (hx.vel t).congr_deriv (beadAccel_collapsed w F _ j).symm⟩
  obtain ⟨h1, h2⟩ := trajectory_unique hF h hcopy (funext hq) (funext hv)
  exact ⟨congrFun (congrFun h1 t) j, congrFun (congrFun h2 t) j⟩
```

For ring-polymer simulation this gives a classical reference motion, restricted to a Lipschitz force, to exact solutions of the ring-polymer equations without a thermostat and to coincident initial positions and velocities. It does not describe a thermal simulation, in which sampled beads generally start with different positions and velocities.

In the harmonic case, `hF` supplies the Lipschitz constant $\Omega^2$ and `hx` checks the two derivatives of the cosine motion. The result contains neither `w` nor `P`.

```lean
/-- In a harmonic well of frequency `Ω`, beads released together from rest at `a` all move as
`cos (Ω t) a`, whatever the spring frequency `w` and the number of beads. -/
theorem harmonic_collapsed [NeZero P] (Ω w : ℝ) (a : E) {q v : ℝ → ZMod P → E}
    (h : IsRingPolymerTrajectory w (fun x : E => (-Ω ^ 2) • x) q v)
    (hq : ∀ j, q 0 j = a) (hv : ∀ j, v 0 j = 0) (t : ℝ) (j : ZMod P) :
    q t j = Real.cos (Ω * t) • a := by
  have hF : LipschitzWith (Real.toNNReal (Ω ^ 2)) (fun x : E => (-Ω ^ 2) • x) :=
    LipschitzWith.of_dist_le' fun x y => by
      rw [dist_eq_norm, dist_eq_norm, ← smul_sub, norm_smul, norm_neg,
        Real.norm_of_nonneg (sq_nonneg Ω)]
  have hΩ : ∀ s : ℝ, HasDerivAt (fun r : ℝ => Ω * r) Ω s := fun s => by
    simpa using (hasDerivAt_id' s).const_mul Ω
  have hx : IsClassicalTrajectory (fun x : E => (-Ω ^ 2) • x)
      (fun s => Real.cos (Ω * s) • a) (fun s => (-Ω * Real.sin (Ω * s)) • a) := by
    refine ⟨fun s => ?_, fun s => ?_⟩
    · exact ((hΩ s).cos.smul_const a).congr_deriv (by module)
    · exact (((hΩ s).sin.const_mul (-Ω)).smul_const a).congr_deriv (by module)
  exact (follows_classical hF h hx (fun i => by simp [hq i]) (fun i => by simp [hv i]) t j).1

end

end RingPolymerCollapse
```

```lean
#print axioms RingPolymerCollapse.collapsed_forever
#print axioms RingPolymerCollapse.follows_classical
#print axioms RingPolymerCollapse.harmonic_collapsed
```

```
'RingPolymerCollapse.collapsed_forever' depends on axioms: [propext, Classical.choice, Quot.sound]
'RingPolymerCollapse.follows_classical' depends on axioms: [propext, Classical.choice, Quot.sound]
'RingPolymerCollapse.harmonic_collapsed' depends on axioms: [propext, Classical.choice, Quot.sound]
```
